# Energy density minus three times the pressure equals mass times scalar density in a zero-temperature relativistic free electron gas

Take one electron of mass $m>0$ and momentum $k$, in units with $\hbar=c=1$. Its energy is $E=\sqrt{k^2+m^2}$ and its velocity is $k/E$. In a gas of unit volume it contributes $E$ to the energy density and momentum times velocity, $k^2/E$, to three times the pressure. The difference is

$$E-\frac{k^2}{E}=\frac{m^2}{E}=m\cdot\frac mE .$$

The factor $m/E$ is the electron's contribution to the scalar density, so summing over the filled Fermi sphere gives the identity for the gas.

```lean
import Mathlib

open Set intervalIntegral

namespace RelativisticElectronGas

noncomputable section
```

## The filled Fermi sphere

The electrons are non-interacting and uniform, and fill every positive-energy state up to the Fermi momentum $k_F$. In Lean, `energy m k` is $E(k)$.

```lean
/-- Energy of a free particle of mass `m` and momentum `k`, in units with `ħ = c = 1`. -/
def energy (m k : ℝ) : ℝ := √(k ^ 2 + m ^ 2)
```

The angular integral, the two spin states and the phase-space factor combine to $1/\pi^2$, which is dropped from every density and from the pressure. The number density is then $n=\int_0^{k_F}k^2\,dk$.

```lean
/-- Number density of the gas filled up to `kF`; the common factor `1/π²` is dropped
from all densities. -/
def numberDensity (kF : ℝ) : ℝ := ∫ k in (0 : ℝ)..kF, k ^ 2
```

The energy density is $\varepsilon=\int_0^{k_F}k^2E\,dk$, so it includes the rest energy.

```lean
/-- Energy density of the gas, rest energy included. -/
def energyDensity (m kF : ℝ) : ℝ := ∫ k in (0 : ℝ)..kF, k ^ 2 * energy m k
```

The scalar density is $n_s=\int_0^{k_F}k^2\,(m/E)\,dk$. The weight $m/E$ is the value of $\bar\psi\psi$ for a positive-energy Dirac plane wave normalised to $\psi^\dagger\psi=1$. It enters here by definition; no spinors appear in the file.

```lean
/-- Scalar density: each occupied state is weighted by `m / E(k)`, for `m > 0`. -/
def scalarDensity (m kF : ℝ) : ℝ := ∫ k in (0 : ℝ)..kF, k ^ 2 * (m / energy m k)
```

The pressure is thermodynamic, $P=\mu n-\varepsilon$ with $\mu=E(k_F)$.

```lean
/-- Thermodynamic pressure `μ n - ε`, with the Fermi energy `E(kF)` as chemical potential `μ`. -/
def pressure (m kF : ℝ) : ℝ := energy m kF * numberDensity kF - energyDensity m kF
```

## Energy, velocity and rapidity

For $m>0$ the radicand is positive, so $E>0$ and $E^2=k^2+m^2$.

```lean
/-- The energy of a massive particle is positive and obeys the mass-shell relation
`E² = k² + m²`. -/
theorem energy_pos_and_sq {m : ℝ} (hm : 0 < m) (k : ℝ) :
    0 < energy m k ∧ energy m k ^ 2 = k ^ 2 + m ^ 2 :=
  ⟨Real.sqrt_pos.2 (by positivity), Real.sq_sqrt (by positivity)⟩
```

The chain rule gives the group velocity, $dE/dk=2k/(2E)=k/E$. `HasDerivAt` states both that the derivative exists and what it is.

```lean
/-- The group velocity `dE/dk` of a massive particle is `k / E(k)`. -/
theorem hasDerivAt_energy {m : ℝ} (hm : 0 < m) (k : ℝ) :
    HasDerivAt (energy m) (k / energy m k) k := by
  have h : HasDerivAt (fun x : ℝ => x ^ 2 + m ^ 2) (2 * k) k := by
    simpa using (hasDerivAt_pow 2 k).add_const (m ^ 2)
  exact (h.sqrt (by positivity)).congr_deriv (mul_div_mul_left _ _ two_ne_zero)
```

Since $\sqrt{1+(k/m)^2}=E/m$, the rapidity obeys

$$\frac{d}{dk}\operatorname{arsinh}\frac km=\frac1m\cdot\frac{m}{E}=\frac1E .$$

```lean
/-- The rapidity `arsinh (k/m)` of a massive particle changes with momentum at the rate
`1 / E(k)`. -/
theorem hasDerivAt_rapidity {m : ℝ} (hm : 0 < m) (k : ℝ) :
    HasDerivAt (fun x => Real.arsinh (x / m)) (1 / energy m k) k := by
  have hE := (energy_pos_and_sq hm k).1.ne'
  have hm' := hm.ne'
  have hr : √(1 + (k / m) ^ 2) = energy m k / m := by
    have h1 : 1 + (k / m) ^ 2 = (k ^ 2 + m ^ 2) / m ^ 2 := by
      rw [div_pow, add_div, div_self (pow_ne_zero 2 hm'), add_comm]
    rw [h1, Real.sqrt_div (by positivity), Real.sqrt_sq hm.le, energy]
  have h := (Real.hasDerivAt_arsinh (k / m)).comp k ((hasDerivAt_id k).div_const m)
  refine h.congr_deriv ?_
  rw [hr, inv_div]
  field_simp
```

## The Fermi energy as chemical potential

Integration gives $n=k_F^3/3$. Differentiating with respect to the upper limit gives $dn/dk_F=k_F^2$ and $d\varepsilon/dk_F=E(k_F)\,k_F^2$. For $k_F>0$ their ratio is $d\varepsilon/dn=E(k_F)$, which justifies the choice of $\mu$.

```lean
/-- The number density is `kF³/3`. Its derivative with respect to `kF` is `kF²`, and the derivative
of the energy density is `E(kF)` times `kF²`. -/
theorem density_and_chemical_potential (m kF : ℝ) :
    numberDensity kF = kF ^ 3 / 3 ∧ HasDerivAt numberDensity (kF ^ 2) kF ∧
      HasDerivAt (energyDensity m) (energy m kF * kF ^ 2) kF := by
  have cE : Continuous (energy m) :=
    (by fun_prop : Continuous fun k : ℝ => k ^ 2 + m ^ 2).sqrt
  have c1 : Continuous fun k : ℝ => k ^ 2 * energy m k := (continuous_pow 2).mul cE
  have c2 : Continuous fun k : ℝ => k ^ 2 := continuous_pow 2
  refine ⟨?_, (c2.integral_hasStrictDerivAt 0 kF).hasDerivAt, ?_⟩
  · rw [numberDensity, integral_pow]
    norm_num
  · exact (c1.integral_hasStrictDerivAt 0 kF).hasDerivAt.congr_deriv (mul_comm _ _)
```

## From thermodynamic to kinetic pressure

The product rule gives $(k^3E)'=3k^2E+k^4/E$. Integrating from $0$ to $k_F$,

$$k_F^3E(k_F)=3\varepsilon+\int_0^{k_F}\frac{k^4}{E}\,dk,
\qquad
P=\frac{k_F^3E(k_F)}3-\varepsilon=\frac13\int_0^{k_F}\frac{k^4}{E}\,dk .$$

In the proof, `hd` is the product rule and `h` the integrated equation; `linear_combination` solves it for $P$.

```lean
/-- For `m > 0` the thermodynamic pressure equals the kinetic pressure, one third of the
integral of `k²` times momentum times velocity. -/
theorem pressure_eq_kinetic {m : ℝ} (hm : 0 < m) (kF : ℝ) :
    pressure m kF = (1 / 3) * ∫ k in (0 : ℝ)..kF, k ^ 4 / energy m k := by
  have cE : Continuous (energy m) :=
    (by fun_prop : Continuous fun k : ℝ => k ^ 2 + m ^ 2).sqrt
  have c1 : Continuous fun k : ℝ => 3 * (k ^ 2 * energy m k) :=
    continuous_const.mul ((continuous_pow 2).mul cE)
  have c2 : Continuous fun k : ℝ => k ^ 4 / energy m k :=
    (continuous_pow 4).div cE fun k => (energy_pos_and_sq hm k).1.ne'
  -- integrate the derivative of `k³ E(k)`
  have hd : ∀ x ∈ uIcc 0 kF, HasDerivAt (fun k => k ^ 3 * energy m k)
      (3 * (x ^ 2 * energy m x) + x ^ 4 / energy m x) x := by
    intro x _
    have h3 : HasDerivAt (fun y : ℝ => y ^ 3) (3 * x ^ 2) x := by
      simpa using hasDerivAt_pow 3 x
    exact (h3.fun_mul (hasDerivAt_energy hm x)).congr_deriv (by ring)
  have h : (∫ k in (0 : ℝ)..kF, (3 * (k ^ 2 * energy m k) + k ^ 4 / energy m k))
      = kF ^ 3 * energy m kF := by
    rw [integral_eq_sub_of_hasDerivAt hd ((c1.add c2).intervalIntegrable 0 kF)]
    simp
  rw [integral_add (c1.intervalIntegrable 0 kF) (c2.intervalIntegrable 0 kF),
    integral_const_mul] at h
  rw [pressure, (density_and_chemical_potential m kF).1, energyDensity]
  linear_combination (-1 / 3) * h
```

## The trace identity

Because $k^2=E^2-m^2$,

$$\frac{k^4}{E}=k^2E-m\,\frac{k^2m}{E}.$$

Integrating gives $3P=\varepsilon-m\,n_s$, that is, $\varepsilon-3P=m\,n_s$. The left side is the trace of the energy-momentum tensor of the gas, in the metric signature $(+,-,-,-)$. The pointwise relation is `hp`.

```lean
/-- Trace identity: for `m > 0`, energy density minus three times the pressure is the mass times
the scalar density. -/
theorem trace_identity {m : ℝ} (hm : 0 < m) (kF : ℝ) :
    energyDensity m kF - 3 * pressure m kF = m * scalarDensity m kF := by
  have cE : Continuous (energy m) :=
    (by fun_prop : Continuous fun k : ℝ => k ^ 2 + m ^ 2).sqrt
  have c1 : Continuous fun k : ℝ => k ^ 2 * energy m k := (continuous_pow 2).mul cE
  have c2 : Continuous fun k : ℝ => m * (k ^ 2 * (m / energy m k)) :=
    continuous_const.mul ((continuous_pow 2).mul
      (continuous_const.div cE fun k => (energy_pos_and_sq hm k).1.ne'))
  -- the mass-shell relation under the integral
  have hp : ∀ k : ℝ, k ^ 4 / energy m k
      = k ^ 2 * energy m k - m * (k ^ 2 * (m / energy m k)) := by
    intro k
    obtain ⟨hE, hs⟩ := energy_pos_and_sq hm k
    have hc : m / energy m k * energy m k = m := div_mul_cancel₀ _ hE.ne'
    rw [div_eq_iff hE.ne']
    linear_combination (-k ^ 2) * hs + m * k ^ 2 * hc
  have h : (∫ k in (0 : ℝ)..kF, k ^ 4 / energy m k)
      = ∫ k in (0 : ℝ)..kF, (k ^ 2 * energy m k - m * (k ^ 2 * (m / energy m k))) :=
    integral_congr fun k _ => hp k
  rw [integral_sub (c1.intervalIntegrable 0 kF) (c2.intervalIntegrable 0 kF),
    integral_const_mul] at h
  rw [pressure_eq_kinetic hm, h, energyDensity, scalarDensity]
  ring
```

## Closed form of the scalar density

Differentiate $kE-m^2\operatorname{arsinh}(k/m)$ and use $E=(k^2+m^2)/E$:

$$E+\frac{k^2}{E}-\frac{m^2}{E}=\frac{2k^2}{E}.$$

Multiplying by $m/2$ gives the integrand of $n_s$. The antiderivative vanishes at $k=0$, so

$$n_s=\frac m2\Big(k_FE(k_F)-m^2\operatorname{arsinh}\frac{k_F}{m}\Big).$$

```lean
/-- Closed form of the scalar density for `m > 0`, in terms of the Fermi momentum, the Fermi
energy and the rapidity at the Fermi surface. -/
theorem scalarDensity_eq {m : ℝ} (hm : 0 < m) (kF : ℝ) :
    scalarDensity m kF
      = m / 2 * (kF * energy m kF - m ^ 2 * Real.arsinh (kF / m)) := by
  have cE : Continuous (energy m) :=
    (by fun_prop : Continuous fun k : ℝ => k ^ 2 + m ^ 2).sqrt
  have c : Continuous fun k : ℝ => k ^ 2 * (m / energy m k) :=
    (continuous_pow 2).mul (continuous_const.div cE fun k => (energy_pos_and_sq hm k).1.ne')
  have hd : ∀ k ∈ uIcc 0 kF, HasDerivAt
      (fun x => m / 2 * (x * energy m x - m ^ 2 * Real.arsinh (x / m)))
      (k ^ 2 * (m / energy m k)) k := by
    intro k _
    obtain ⟨hE, hs⟩ := energy_pos_and_sq hm k
    have hE1 : energy m k = (k ^ 2 + m ^ 2) / energy m k := by
      rw [eq_div_iff hE.ne']
      linear_combination hs
    have h := (((hasDerivAt_id' k).fun_mul (hasDerivAt_energy hm k)).fun_sub
      ((hasDerivAt_rapidity hm k).const_mul (m ^ 2))).const_mul (m / 2)
    exact h.congr_deriv (by linear_combination (m / 2) * hE1)
  rw [scalarDensity, integral_eq_sub_of_hasDerivAt hd (c.intervalIntegrable 0 kF)]
  simp
```

## Scalar density below number density

Let $k_F>0$ as well. For $0<k<k_F$ we have $m<E(k)<E(k_F)$, hence $m/E(k_F)<m/E(k)<1$. Multiplying by $k^2$ and integrating,

$$0<n\,\frac{m}{E(k_F)}<n_s<n=\frac{k_F^3}{3}.$$

The two pointwise inequalities are `hlow` and `hup`. For continuous integrands, a weak inequality throughout and a strict one at a single point make the integrals strictly ordered; the proof uses the points $k_F/2$ and $k_F$.

```lean
/-- For `m, kF > 0` the scalar density is positive, lies below the number density `kF³/3`, and
exceeds the number density times `m / E(kF)`. -/
theorem scalarDensity_bounds {m kF : ℝ} (hm : 0 < m) (hk : 0 < kF) :
    0 < scalarDensity m kF ∧ numberDensity kF * (m / energy m kF) < scalarDensity m kF ∧
      scalarDensity m kF < kF ^ 3 / 3 := by
  have cE : Continuous (energy m) :=
    (by fun_prop : Continuous fun k : ℝ => k ^ 2 + m ^ 2).sqrt
  have c : Continuous fun k : ℝ => k ^ 2 * (m / energy m k) :=
    (continuous_pow 2).mul (continuous_const.div cE fun k => (energy_pos_and_sq hm k).1.ne')
  have c2 : Continuous fun k : ℝ => k ^ 2 := continuous_pow 2
  have c3 : Continuous fun k : ℝ => k ^ 2 * (m / energy m kF) := c2.mul continuous_const
  -- a moving particle has more than its rest energy
  have hup : ∀ x : ℝ, 0 < x → x ^ 2 * (m / energy m x) < x ^ 2 := by
    intro x hx
    obtain ⟨hE, hs⟩ := energy_pos_and_sq hm x
    have hlt : m < energy m x := by nlinarith [pow_pos hx 2]
    exact mul_lt_of_lt_one_right (pow_pos hx 2) ((div_lt_one hE).2 hlt)
  -- inside the Fermi sphere the energy is below the Fermi energy
  have hlow : ∀ x : ℝ, 0 < x → x < kF →
      x ^ 2 * (m / energy m kF) < x ^ 2 * (m / energy m x) := by
    intro x hx hxk
    obtain ⟨hE, hs⟩ := energy_pos_and_sq hm x
    have hlt : energy m x < energy m kF :=
      Real.sqrt_lt_sqrt (by positivity) (by nlinarith)
    exact mul_lt_mul_of_pos_left (div_lt_div_of_pos_left hm hE hlt) (pow_pos hx 2)
  have h1 : numberDensity kF * (m / energy m kF) < scalarDensity m kF := by
    rw [numberDensity, scalarDensity, ← integral_mul_const]
    refine integral_lt_integral_of_continuousOn_of_le_of_exists_lt hk c3.continuousOn
      c.continuousOn (fun x hx => ?_)
      ⟨kF / 2, ⟨by linarith, by linarith⟩, hlow _ (by linarith) (by linarith)⟩
    rcases hx.2.eq_or_lt with h | h
    · rw [h]
    · exact (hlow x hx.1 h).le
  have h2 : scalarDensity m kF < numberDensity kF :=
    integral_lt_integral_of_continuousOn_of_le_of_exists_lt hk c.continuousOn
      c2.continuousOn (fun x hx => (hup x hx.1).le) ⟨kF, ⟨hk.le, le_rfl⟩, hup kF hk⟩
  have hE := (energy_pos_and_sq hm kF).1
  rw [(density_and_chemical_potential m kF).1] at h1 h2 ⊢
  exact ⟨lt_trans (by positivity) h1, h1, h2⟩
```

Take $m=1$ and $k_F=3/4$. Then $E(k_F)=5/4$, $\operatorname{arsinh}(3/4)=\ln2$ and $n=9/64\approx0.1406$. The closed form gives $n_s=\tfrac12(15/16-\ln2)\approx0.1222$, between the bounds $0.1125$ and $0.1406$.

For relativistic density functional theory, this non-interacting uniform gas shows that $\bar\psi\psi$ and $\psi^\dagger\psi$ are different densities, with a gap that the bounds control through $m/E(k_F)$.

## Pressure below the ultrarelativistic value

The kinetic integrand is positive for $k>0$, so $P>0$. Since $m\,n_s>0$, the trace identity gives $P<\varepsilon/3$.

```lean
/-- For `m, kF > 0` the pressure is positive and stays below one third of the energy density. -/
theorem pressure_bounds {m kF : ℝ} (hm : 0 < m) (hk : 0 < kF) :
    0 < pressure m kF ∧ pressure m kF < energyDensity m kF / 3 := by
  have cE : Continuous (energy m) :=
    (by fun_prop : Continuous fun k : ℝ => k ^ 2 + m ^ 2).sqrt
  have c : Continuous fun k : ℝ => k ^ 4 / energy m k :=
    (continuous_pow 4).div cE fun k => (energy_pos_and_sq hm k).1.ne'
  constructor
  · have h : 0 < ∫ k in (0 : ℝ)..kF, k ^ 4 / energy m k :=
      intervalIntegral_pos_of_pos_on (c.intervalIntegrable 0 kF)
        (fun x hx => div_pos (pow_pos hx.1 4) (energy_pos_and_sq hm x).1) hk
    rw [pressure_eq_kinetic hm]
    linarith
  · have h := mul_pos hm (scalarDensity_bounds hm hk).1
    linarith [trace_identity hm kF]

end

end RelativisticElectronGas
```

The strict inequalities $n_s>0$ and $P<\varepsilon/3$ fail at zero mass, while $P>0$ survives. With $m=0$ and $k_F=1$ one finds $n_s=0$, $\varepsilon=1/4$ and $P=1/3-1/4=1/12$, so the scalar density is no longer positive and $P$ equals $\varepsilon/3$.

```lean
#print axioms RelativisticElectronGas.trace_identity
#print axioms RelativisticElectronGas.scalarDensity_eq
#print axioms RelativisticElectronGas.pressure_bounds
```

```
'RelativisticElectronGas.trace_identity' depends on axioms: [propext, Classical.choice, Quot.sound]
'RelativisticElectronGas.scalarDensity_eq' depends on axioms: [propext, Classical.choice, Quot.sound]
'RelativisticElectronGas.pressure_bounds' depends on axioms: [propext, Classical.choice, Quot.sound]
```
